# In a convex potential, spreading a finite ensemble of bead paths from their centroids never lowers the free energy

The integral over all paths is replaced here by a finite, nonempty list of paths with fixed weights $w_i>0$. The weights stand for the free-particle (spring) factor of the ring polymer and do not change when the potential is evaluated on scaled paths. Path $i$ has beads $x_{ij}$ in a real normed space $E$, which may be the configuration space of many particles. The index type `ι` labels paths and `Fin P` labels beads.

```lean
import Mathlib

open Set

namespace CentroidScalingIntegration

noncomputable section

variable {ι E : Type*} [Fintype ι] [NormedAddCommGroup E] [NormedSpace ℝ E] {P : ℕ}
```

## Scaled paths and their free energy

For one path $x$ with beads $x_j$, the centroid is $x_c=\frac1P\sum_j x_j$.

```lean
/-- The centroid of a path of `P` beads. -/
def centroid (x : Fin P → E) : E := (1 / (P : ℝ)) • ∑ j, x j
```

A factor $l$ scales the displacements: $y_j(l)=x_c+l(x_j-x_c)$.

```lean
/-- Bead `j` after scaling its displacement from the centroid by the factor `l`. -/
def scaledBead (x : Fin P → E) (l : ℝ) (j : Fin P) : E :=
  centroid x + l • (x j - centroid x)
```

The potential $V$ is averaged over the scaled beads, $U_l=\frac1P\sum_j V(y_j(l))$.

```lean
/-- The bead-averaged potential `U_l` of the path scaled about its centroid. -/
def scaledPotential (V : E → ℝ) (x : Fin P → E) (l : ℝ) : ℝ :=
  1 / (P : ℝ) * ∑ j, V (scaledBead x l j)
```

For differentiable $V$, the centroid-virial estimator here means $v_l=\frac1P\sum_j DV(y_j(l))(x_j-x_c)$, where $DV$, in Lean `fderiv`, is the derivative as a linear map. The usual centroid-virial estimator of the kinetic energy is $\frac12v_1$ plus the classical kinetic energy.

```lean
/-- The centroid-virial estimator, here without the factor `1/2` and the classical term of the
kinetic-energy estimator: the bead average of the derivative of `V` at the scaled bead, taken along
the displacement of the bead from the centroid. -/
def virialEstimator (V : E → ℝ) (x : Fin P → E) (l : ℝ) : ℝ :=
  1 / (P : ℝ) * ∑ j, fderiv ℝ V (scaledBead x l j) (x j - centroid x)
```

With inverse temperature $\beta>0$ and $U_l^{(i)}$, $v_l^{(i)}$ belonging to path $i$, the partition sum is $Z(l)=\sum_i w_i e^{-\beta U_l^{(i)}}$.

```lean
/-- The partition sum of the weighted paths with potential `U_l`. -/
def partitionSum (β : ℝ) (w : ι → ℝ) (V : E → ℝ) (x : ι → Fin P → E) (l : ℝ) : ℝ :=
  ∑ i, w i * Real.exp (-β * scaledPotential V (x i) l)
```

The free energy is $F(l)=-\frac1\beta\log Z(l)$.

```lean
/-- The free energy `F(l) = -(1/β) log Z(l)`. -/
def freeEnergy (β : ℝ) (w : ι → ℝ) (V : E → ℝ) (x : ι → Fin P → E) (l : ℝ) : ℝ :=
  -(1 / β) * Real.log (partitionSum β w V x l)
```

The Boltzmann mean of the estimator is $\langle v\rangle_l=\frac1{Z(l)}\sum_i w_i e^{-\beta U_l^{(i)}}v_l^{(i)}$.

```lean
/-- The mean of the centroid-virial estimator with weights `w exp(-β U_l)`. -/
def meanVirial (β : ℝ) (w : ι → ℝ) (V : E → ℝ) (x : ι → Fin P → E) (l : ℝ) : ℝ :=
  (∑ i, w i * Real.exp (-β * scaledPotential V (x i) l) * virialEstimator V (x i) l)
    / partitionSum β w V x l
```

A path with beads at $\pm1$ will serve in an example with a nonconvex potential.

```lean
/-- A path on the line with two beads, at `1` and `-1`. -/
def twoBeadPath : Fin 2 → ℝ := ![1, -1]
```

## The sign of the virial estimator

For differentiable $V$ the chain rule gives $\frac{d}{dt}V(c+td)=DV(c+td)(d)$.

```lean
/-- Along the line `c + t d` a differentiable potential changes at the rate of its directional
derivative. -/
theorem hasDerivAt_along {V : E → ℝ} (hV : Differentiable ℝ V) (c d : E) (l : ℝ) :
    HasDerivAt (fun t : ℝ => V (c + t • d)) (fderiv ℝ V (c + l • d) d) l := by
  have h1 : HasDerivAt (fun t : ℝ => c + t • d) d l := by
    have h := ((hasDerivAt_id l).smul_const d).const_add c
    rw [one_smul] at h
    exact h
  have h2 := (hV (c + l • d)).hasFDerivAt.comp_hasDerivAt l h1
  exact h2
```

For $P\ge1$, expressed by `NeZero P`, the displacements cancel: $\sum_j(x_j-x_c)=\sum_jx_j-Px_c=0$.

```lean
/-- The displacements of the beads from the centroid sum to zero. -/
theorem sum_displacement [NeZero P] (x : Fin P → E) : ∑ j, (x j - centroid x) = 0 := by
  have hP : (P : ℝ) ≠ 0 := Nat.cast_ne_zero.mpr (NeZero.ne P)
  rw [Finset.sum_sub_distrib, Finset.sum_const, Finset.card_univ, Fintype.card_fin, centroid,
    ← Nat.cast_smul_eq_nsmul ℝ, smul_smul, mul_one_div_cancel hP, one_smul, sub_self]
```

At $l=0$ all beads sit at the centroid, so $U_0=V(x_c)$. At $l=1$ they are back in place, so $U_1=\frac1P\sum_jV(x_j)$. Thus $F(1)-F(0)$ is the quantum correction within this ensemble.

```lean
/-- At `l = 0` the scaled potential is the potential at the centroid, and at `l = 1` it is the
average of the potential over the beads. -/
theorem scaledPotential_endpoints [NeZero P] (V : E → ℝ) (x : Fin P → E) :
    scaledPotential V x 0 = V (centroid x) ∧
      scaledPotential V x 1 = 1 / (P : ℝ) * ∑ j, V (x j) := by
  have hP : (P : ℝ) ≠ 0 := Nat.cast_ne_zero.mpr (NeZero.ne P)
  constructor
  · simp only [scaledPotential, scaledBead, zero_smul, add_zero, Finset.sum_const,
      Finset.card_univ, Fintype.card_fin, nsmul_eq_mul]
    rw [← mul_assoc, one_div_mul_cancel hP, one_mul]
  · simp only [scaledPotential, scaledBead, one_smul, add_sub_cancel]
```

Averaging the chain rule over the beads gives $dU_l/dl=v_l$.

```lean
/-- For a differentiable potential the derivative `dU_l/dl` is the centroid-virial estimator. -/
theorem hasDerivAt_scaledPotential {V : E → ℝ} (hV : Differentiable ℝ V) (x : Fin P → E)
    (l : ℝ) :
    HasDerivAt (fun t => scaledPotential V x t) (virialEstimator V x l) l := by
  unfold scaledPotential virialEstimator scaledBead
  exact HasDerivAt.const_mul _ (HasDerivAt.fun_sum fun j _ =>
    hasDerivAt_along hV (centroid x) (x j - centroid x) l)
```

If $V$ is convex, so is $t\mapsto V(c+td)$, and its slope is nondecreasing. For $l\ge0$ this gives
$$v_l\ge\frac1P\sum_jDV(x_c)(x_j-x_c)=\frac1P DV(x_c)\Big(\sum_j(x_j-x_c)\Big)=0.$$
In the proof, `hb` is the slope comparison and `h0` the cancellation.

```lean
/-- For a convex differentiable potential the centroid-virial estimator of every path is
nonnegative at every scaling factor `l ≥ 0`. -/
theorem virialEstimator_nonneg [NeZero P] {V : E → ℝ} (hV : Differentiable ℝ V)
    (hconv : ConvexOn ℝ univ V) (x : Fin P → E) {l : ℝ} (hl : 0 ≤ l) :
    0 ≤ virialEstimator V x l := by
  -- along each ray the potential is convex, so its slope is nondecreasing in the scaling factor
  have hb : ∀ c d : E, fderiv ℝ V c d ≤ fderiv ℝ V (c + l • d) d := by
    intro c d
    have hray : ConvexOn ℝ univ (fun t : ℝ => V (c + t • d)) := by
      refine ⟨convex_univ, fun s _ t _ a b ha hb hab => ?_⟩
      have h := hconv.2 (mem_univ (c + s • d)) (mem_univ (c + t • d)) ha hb hab
      have e : c + (a • s + b • t) • d = a • (c + s • d) + b • (c + t • d) := by
        have hb' : b = 1 - a := by linarith
        rw [hb']
        simp only [smul_eq_mul]
        module
      show V (c + (a • s + b • t) • d) ≤ a • V (c + s • d) + b • V (c + t • d)
      rw [e]
      exact h
    have mono := hray.monotoneOn_deriv
      (fun t _ => (hasDerivAt_along hV c d t).differentiableAt)
    have h := mono (mem_univ (0 : ℝ)) (mem_univ l) hl
    rw [(hasDerivAt_along hV c d 0).deriv, (hasDerivAt_along hV c d l).deriv,
      zero_smul, add_zero] at h
    exact h
  -- at zero scaling the slopes cancel
  have h0 : ∑ j, fderiv ℝ V (centroid x) (x j - centroid x) = 0 := by
    rw [← map_sum, sum_displacement, map_zero]
  unfold virialEstimator scaledBead
  refine mul_nonneg (by positivity) ?_
  exact h0.symm.le.trans (Finset.sum_le_sum fun j _ => hb (centroid x) (x j - centroid x))
```

## Integrating the mean force

Every term of $Z(l)$ is positive, so its logarithm can be differentiated.

```lean
/-- The partition sum of a nonempty ensemble with positive weights is positive. -/
theorem partitionSum_pos [Nonempty ι] (β : ℝ) {w : ι → ℝ} (hw : ∀ i, 0 < w i) (V : E → ℝ)
    (x : ι → Fin P → E) (l : ℝ) : 0 < partitionSum β w V x l :=
  Finset.sum_pos (fun i _ => mul_pos (hw i) (Real.exp_pos _)) Finset.univ_nonempty
```

Since $Z'(l)=-\beta\sum_iw_ie^{-\beta U_l^{(i)}}v_l^{(i)}$,
$$F'(l)=-\frac1\beta\frac{Z'(l)}{Z(l)}=\langle v\rangle_l.$$
These steps are `hZ`, `hS` and the cancellation of $\beta$ in `key`.

```lean
/-- For a differentiable potential the derivative `dF/dl` is the weighted mean of the
centroid-virial estimator. -/
theorem hasDerivAt_freeEnergy [Nonempty ι] {β : ℝ} (hβ : 0 < β) {w : ι → ℝ}
    (hw : ∀ i, 0 < w i) {V : E → ℝ} (hV : Differentiable ℝ V) (x : ι → Fin P → E) (l : ℝ) :
    HasDerivAt (fun t => freeEnergy β w V x t) (meanVirial β w V x l) l := by
  have hZ : HasDerivAt (fun t => partitionSum β w V x t)
      (∑ i, w i * (Real.exp (-β * scaledPotential V (x i) l) *
        (-β * virialEstimator V (x i) l))) l := by
    unfold partitionSum
    exact HasDerivAt.fun_sum fun i _ =>
      (((hasDerivAt_scaledPotential hV (x i) l).const_mul (-β)).exp).const_mul (w i)
  have hS : (∑ i, w i * (Real.exp (-β * scaledPotential V (x i) l) *
        (-β * virialEstimator V (x i) l)))
      = -β * ∑ i, w i * Real.exp (-β * scaledPotential V (x i) l) *
        virialEstimator V (x i) l := by
    rw [Finset.mul_sum]
    exact Finset.sum_congr rfl fun i _ => by ring
  rw [hS] at hZ
  -- logarithmic derivative of the partition sum
  have h := (hZ.log (partitionSum_pos β hw V x l).ne').const_mul (-(1 / β))
  have key : ∀ N Z : ℝ, -(1 / β) * (-β * N / Z) = N / Z := by
    intro N Z
    linear_combination (N / Z) * mul_inv_cancel₀ hβ.ne'
  unfold freeEnergy meanVirial
  exact h.congr_deriv (key _ _)
```

If $V$ is continuously differentiable, $\langle v\rangle_l$ is a quotient of continuous functions with positive denominator. The fundamental theorem of calculus gives $F(b)-F(a)=\int_a^b\langle v\rangle_l\,dl$, without convexity.

```lean
/-- Thermodynamic integration: for a continuously differentiable potential the mean
centroid-virial estimator is continuous in `l`, and its integral from `a` to `b` is
`F(b) - F(a)`. -/
theorem thermodynamic_integration [Nonempty ι] {β : ℝ} (hβ : 0 < β) {w : ι → ℝ}
    (hw : ∀ i, 0 < w i) {V : E → ℝ} (hV : ContDiff ℝ 1 V) (x : ι → Fin P → E) :
    Continuous (fun l => meanVirial β w V x l) ∧
      ∀ a b : ℝ, freeEnergy β w V x b - freeEnergy β w V x a
        = ∫ l in a..b, meanVirial β w V x l := by
  have hd : Differentiable ℝ V := hV.differentiable (by simp)
  have hD : Continuous (fderiv ℝ V) := hV.continuous_fderiv (by simp)
  have hbead : ∀ i j, Continuous fun t : ℝ => scaledBead (x i) t j := by
    intro i j
    unfold scaledBead
    fun_prop
  have hU : ∀ i, Continuous fun t : ℝ => scaledPotential V (x i) t := fun i =>
    continuous_iff_continuousAt.2 fun t => (hasDerivAt_scaledPotential hd (x i) t).continuousAt
  have hvir : ∀ i, Continuous fun t : ℝ => virialEstimator V (x i) t := by
    intro i
    have hterm : ∀ j, Continuous fun t : ℝ =>
        fderiv ℝ V (scaledBead (x i) t j) (x i j - centroid (x i)) := fun j =>
      (hD.comp (hbead i j)).clm_apply continuous_const
    have hs : Continuous fun t : ℝ =>
        ∑ j, fderiv ℝ V (scaledBead (x i) t j) (x i j - centroid (x i)) :=
      continuous_finsetSum _ fun j _ => hterm j
    unfold virialEstimator
    exact continuous_const.mul hs
  have hexp : ∀ i, Continuous fun t : ℝ => -β * scaledPotential V (x i) t := fun i =>
    continuous_const.mul (hU i)
  have hexp' : ∀ i, Continuous fun t : ℝ => Real.exp (-β * scaledPotential V (x i) t) :=
    fun i => Real.continuous_exp.comp (hexp i)
  have hbol : ∀ i, Continuous fun t : ℝ =>
      w i * Real.exp (-β * scaledPotential V (x i) t) := fun i =>
    continuous_const.mul (hexp' i)
  have hprod : ∀ i, Continuous fun t : ℝ =>
      w i * Real.exp (-β * scaledPotential V (x i) t) * virialEstimator V (x i) t := fun i =>
    (hbol i).mul (hvir i)
  have hZ : Continuous fun t : ℝ => partitionSum β w V x t := by
    unfold partitionSum
    exact continuous_finsetSum _ fun i _ => hbol i
  have hN : Continuous fun t : ℝ =>
      ∑ i, w i * Real.exp (-β * scaledPotential V (x i) t) * virialEstimator V (x i) t :=
    continuous_finsetSum _ fun i _ => hprod i
  have hc : Continuous (fun l => meanVirial β w V x l) := by
    unfold meanVirial
    exact hN.div hZ fun t => (partitionSum_pos β hw V x t).ne'
  refine ⟨hc, fun a b => ?_⟩
  -- fundamental theorem of calculus
  exact (intervalIntegral.integral_eq_sub_of_hasDerivAt
    (f := fun t => freeEnergy β w V x t) (f' := fun l => meanVirial β w V x l)
    (fun l _ => hasDerivAt_freeEnergy hβ hw hd x l) (hc.intervalIntegrable a b)).symm
```

For convex $V$ the integrand is nonnegative on $[0,1]$, hence
$$F(1)-F(0)=\int_0^1\langle v\rangle_l\,dl\ge0.$$
For a finite ensemble at fixed $P$, this turns a free-energy difference in path-integral simulation into an integral of estimator averages. Neither the limit of continuous paths nor sampling error is treated.

```lean
/-- For a convex, continuously differentiable potential, `F(1) - F(0)` is the integral over
`[0, 1]` of the mean centroid-virial estimator, this mean is nonnegative for `l ≥ 0`,
and `F(0) ≤ F(1)`. -/
theorem quantum_correction_nonneg [Nonempty ι] [NeZero P] {β : ℝ} (hβ : 0 < β) {w : ι → ℝ}
    (hw : ∀ i, 0 < w i) {V : E → ℝ} (hV : ContDiff ℝ 1 V) (hconv : ConvexOn ℝ univ V)
    (x : ι → Fin P → E) :
    freeEnergy β w V x 1 - freeEnergy β w V x 0 = ∫ l in (0 : ℝ)..1, meanVirial β w V x l ∧
      (∀ l, 0 ≤ l → 0 ≤ meanVirial β w V x l) ∧
      freeEnergy β w V x 0 ≤ freeEnergy β w V x 1 := by
  have hd : Differentiable ℝ V := hV.differentiable (by simp)
  have hTI := (thermodynamic_integration hβ hw hV x).2 0 1
  have hm : ∀ l, 0 ≤ l → 0 ≤ meanVirial β w V x l := fun l hl =>
    div_nonneg (Finset.sum_nonneg fun i _ =>
      mul_nonneg (mul_pos (hw i) (Real.exp_pos _)).le
        (virialEstimator_nonneg hd hconv (x i) hl)) (partitionSum_pos β hw V x l).le
  have hI : 0 ≤ ∫ l in (0 : ℝ)..1, meanVirial β w V x l :=
    intervalIntegral.integral_nonneg zero_le_one fun l hl => hm l hl.1
  exact ⟨hTI, hm, by linarith⟩
```

## When the increase is strict

Let $V$ be strictly convex; differentiability is not needed. If each path has all its beads at one point, $U_1=U_0$ for every path and $F(1)=F(0)$. Otherwise Jensen's inequality gives $U_0\le U_1$ for every path, strictly for one with two distinct bead positions. Then $Z(1)<Z(0)$, and so $F(0)<F(1)$.

```lean
/-- For a strictly convex potential, `F(0) < F(1)` holds exactly when some path of the
ensemble has two beads at different positions. -/
theorem quantum_correction_pos_iff [Nonempty ι] [NeZero P] {β : ℝ} (hβ : 0 < β) {w : ι → ℝ}
    (hw : ∀ i, 0 < w i) {V : E → ℝ} (hV : StrictConvexOn ℝ univ V) (x : ι → Fin P → E) :
    freeEnergy β w V x 0 < freeEnergy β w V x 1 ↔ ∃ i j k, x i j ≠ x i k := by
  have hP : (P : ℝ) ≠ 0 := Nat.cast_ne_zero.mpr (NeZero.ne P)
  have hpos : 0 < 1 / (P : ℝ) :=
    one_div_pos.2 (Nat.cast_pos.2 (Nat.pos_of_ne_zero (NeZero.ne P)))
  have hsum : ∑ _j : Fin P, (1 / (P : ℝ)) = 1 := by
    rw [Finset.sum_const, Finset.card_univ, Fintype.card_fin, nsmul_eq_mul,
      mul_one_div_cancel hP]
  have hc : ∀ y : Fin P → E, centroid y = ∑ j, (1 / (P : ℝ)) • y j := by
    intro y
    rw [centroid, Finset.smul_sum]
  constructor
  · -- collapsed paths do not feel the scaling
    intro hlt
    by_contra h
    have h' : ∀ i j k, x i j = x i k := fun i j k => by_contra fun hne => h ⟨i, j, k, hne⟩
    have hcj : ∀ i j, centroid (x i) = x i j := by
      intro i j
      rw [hc]
      calc ∑ k, (1 / (P : ℝ)) • x i k = ∑ _k : Fin P, (1 / (P : ℝ)) • x i j :=
            Finset.sum_congr rfl fun k _ => by rw [h' i k j]
        _ = x i j := by rw [← Finset.sum_smul, hsum, one_smul]
    have hU : ∀ i, scaledPotential V (x i) 1 = scaledPotential V (x i) 0 := by
      intro i
      unfold scaledPotential scaledBead
      congr 1
      exact Finset.sum_congr rfl fun j _ => by
        rw [hcj i j]
        simp
    have hF : freeEnergy β w V x 1 = freeEnergy β w V x 0 := by
      simp only [freeEnergy, partitionSum, hU]
    linarith
  · -- Jensen's inequality for every path, strict for the spread one
    rintro ⟨i, j, k, hne⟩
    have hle : ∀ m, scaledPotential V (x m) 0 ≤ scaledPotential V (x m) 1 := by
      intro m
      rw [(scaledPotential_endpoints V (x m)).1, (scaledPotential_endpoints V (x m)).2, hc,
        Finset.mul_sum]
      exact hV.convexOn.map_sum_le (w := fun _ => 1 / (P : ℝ)) (p := x m)
        (fun _ _ => hpos.le) hsum (fun _ _ => mem_univ _)
    have hlt : scaledPotential V (x i) 0 < scaledPotential V (x i) 1 := by
      rw [(scaledPotential_endpoints V (x i)).1, (scaledPotential_endpoints V (x i)).2, hc,
        Finset.mul_sum]
      exact hV.map_sum_lt (w := fun _ => 1 / (P : ℝ)) (p := x i)
        (fun _ _ => hpos) hsum (fun _ _ => mem_univ _)
        ⟨j, Finset.mem_univ _, k, Finset.mem_univ _, hne⟩
    have hZ : partitionSum β w V x 1 < partitionSum β w V x 0 := by
      unfold partitionSum
      refine Finset.sum_lt_sum (fun m _ => ?_) ⟨i, Finset.mem_univ _, ?_⟩
      · refine mul_le_mul_of_nonneg_left (Real.exp_le_exp.2 ?_) (hw m).le
        have := mul_le_mul_of_nonneg_left (hle m) hβ.le
        linarith
      · refine mul_lt_mul_of_pos_left (Real.exp_lt_exp.2 ?_) (hw i)
        have := mul_lt_mul_of_pos_left hlt hβ
        linarith
    have hlog := Real.log_lt_log (partitionSum_pos β hw V x 1) hZ
    have := mul_lt_mul_of_pos_left hlog (one_div_pos.2 hβ)
    unfold freeEnergy
    linarith
```

## A quartic well and an inverted parabola

For $V(y)=y^4$ on the line, $DV(y)(d)=4y^3d$, so $v_l=\frac1P\sum_j(x_j-x_c)\,4y_j(l)^3$. This potential is convex and smooth, and the general result applies.

```lean
/-- For the quartic potential `y ^ 4` on the line the estimator is the bead average of
`(x_j - x_c) · 4 y_j ^ 3` with `y_j` the scaled bead, `F(1) - F(0)` is the integral of its
mean, and `F(0) ≤ F(1)`. -/
theorem quartic_quantum_correction [Nonempty ι] [NeZero P] {β : ℝ} (hβ : 0 < β) {w : ι → ℝ}
    (hw : ∀ i, 0 < w i) (x : ι → Fin P → ℝ) :
    (∀ i l, virialEstimator (fun y : ℝ => y ^ 4) (x i) l
        = 1 / (P : ℝ) * ∑ j, (x i j - centroid (x i)) * (4 * scaledBead (x i) l j ^ 3)) ∧
      freeEnergy β w (fun y : ℝ => y ^ 4) x 1 - freeEnergy β w (fun y : ℝ => y ^ 4) x 0
        = ∫ l in (0 : ℝ)..1, meanVirial β w (fun y : ℝ => y ^ 4) x l ∧
      freeEnergy β w (fun y : ℝ => y ^ 4) x 0 ≤ freeEnergy β w (fun y : ℝ => y ^ 4) x 1 := by
  have hV : ContDiff ℝ 1 (fun y : ℝ => y ^ 4) := contDiff_id.pow 4
  have heven : Even 4 := ⟨2, rfl⟩
  have hconv : ConvexOn ℝ univ (fun y : ℝ => y ^ 4) := heven.convexOn_pow
  have e : ∀ z d : ℝ, fderiv ℝ (fun y : ℝ => y ^ 4) z d = d * (4 * z ^ 3) := by
    intro z d
    have h : HasDerivAt (fun y : ℝ => y ^ 4) (4 * z ^ 3) z := by
      simpa using hasDerivAt_pow 4 z
    rw [h.hasFDerivAt.fderiv]
    simp
  have hmain := quantum_correction_nonneg hβ hw hV hconv x
  refine ⟨fun i l => ?_, hmain.1, hmain.2.2⟩
  unfold virialEstimator
  simp only [e]
```

For $V(y)=-y^2$ and the single path with beads at $\pm1$ and weight $1$, the centroid is $0$ and the scaled beads are $\pm l$. Hence $U_l=-l^2$, $Z(l)=e^{\beta l^2}$ and $F(l)=-l^2$. Here $F(1)=-1<0=F(0)$: without convexity the correction within a finite ensemble can be negative. This sign does not carry over to the full ring-polymer integral, in which the centroid also runs over the whole space. There $F(0)\le F(1)$ for every potential with a finite classical partition function, convex or not. This follows from Jensen's inequality for the exponential and the translation invariance of the spring factor, and is not formalised here. On the whole line this potential is unbounded below and has no thermal equilibrium. For $0\le l\le1$ only its values on $[-1,1]$ enter, so it can be read as the top of a barrier in a confining potential.

```lean
/-- For the inverted parabola `-y ^ 2` and the single path with beads at `1` and `-1`,
the free energy is `F(l) = -l ^ 2` and `F(1) < F(0)`. -/
theorem barrier_lowers_freeEnergy {β : ℝ} (hβ : 0 < β) :
    (∀ l, freeEnergy β (fun _ : Unit => 1) (fun y : ℝ => -y ^ 2) (fun _ => twoBeadPath) l
        = -l ^ 2) ∧
      freeEnergy β (fun _ : Unit => 1) (fun y : ℝ => -y ^ 2) (fun _ => twoBeadPath) 1
        < freeEnergy β (fun _ : Unit => 1) (fun y : ℝ => -y ^ 2) (fun _ => twoBeadPath) 0 := by
  have h0 : twoBeadPath 0 = 1 := rfl
  have h1 : twoBeadPath 1 = -1 := rfl
  have hc : centroid twoBeadPath = 0 := by
    simp [centroid, Fin.sum_univ_two, h0, h1]
  have hU : ∀ l, scaledPotential (fun y : ℝ => -y ^ 2) twoBeadPath l = -l ^ 2 := by
    intro l
    simp only [scaledPotential, scaledBead, hc, Fin.sum_univ_two, h0, h1, smul_eq_mul,
      Nat.cast_ofNat]
    ring
  have hF : ∀ l, freeEnergy β (fun _ : Unit => 1) (fun y : ℝ => -y ^ 2)
      (fun _ => twoBeadPath) l = -l ^ 2 := by
    intro l
    simp only [freeEnergy, partitionSum, hU, Finset.univ_unique, Finset.sum_singleton, one_mul,
      Real.log_exp]
    linear_combination (-l ^ 2) * mul_inv_cancel₀ hβ.ne'
  refine ⟨hF, ?_⟩
  rw [hF 1, hF 0]
  norm_num

end

end CentroidScalingIntegration
```

```lean
#print axioms CentroidScalingIntegration.quantum_correction_pos_iff
#print axioms CentroidScalingIntegration.quartic_quantum_correction
#print axioms CentroidScalingIntegration.barrier_lowers_freeEnergy
```

```
'CentroidScalingIntegration.quantum_correction_pos_iff' depends on axioms: [propext, Classical.choice, Quot.sound]
'CentroidScalingIntegration.quartic_quantum_correction' depends on axioms: [propext, Classical.choice, Quot.sound]
'CentroidScalingIntegration.barrier_lowers_freeEnergy' depends on axioms: [propext, Classical.choice, Quot.sound]
```
